# A nonzero causal signal whose N-point discrete Fourier transform is purely imaginary

The failing theorem, `ghost_spec`, concerns a real signal on the discrete times 0, 1, 2, …: a unit impulse at time M minus a unit impulse at time N − M, where M < N < 2M. It states that this signal vanishes after time M, that it is not the zero signal, and that its N-point discrete Fourier transform equals −2i sin(2πkM/N) at every frequency index k. The transform is taken with the kernel exp(−2πikn/N), summed over the times n = 0, …, N − 1 with no normalising prefactor. The attempt proves the first claim by checking that neither impulse lies later than M, and the second by evaluating the signal at time M, where it is 1. For the transform it compares real and imaginary parts: the phases at M and N − M are opposite up to whole turns, so the cosines cancel and the sines add.

The failing Lean file:

```lean
import Mathlib

open Finset

namespace GhostSpec

noncomputable section

/-- The phase `2π k n / N` of time sample `n` at frequency index `k`, for `N ≥ 1` points. -/
def phase (N k n : ℕ) : ℝ := 2 * Real.pi * k * n / N

/-- The `N`-point discrete Fourier transform of a real signal, for `N ≥ 1`:
the sum of `f n * exp (-2π i k n / N)` over `0 ≤ n < N`. -/
def dft (N : ℕ) (f : ℕ → ℝ) (k : ℕ) : ℂ :=
  ∑ n ∈ range N, (f n : ℂ) * Complex.exp (((-phase N k n : ℝ) : ℂ) * Complex.I)

/-- A signal on the times `0, 1, 2, …` is causal of duration `M` if it vanishes after time `M`. -/
def Causal (M : ℕ) (f : ℕ → ℝ) : Prop := ∀ n, M < n → f n = 0

/-- The unit impulse at time `M` minus the unit impulse at time `N - M`, for `M ≤ N`. -/
def ghost (N M : ℕ) : ℕ → ℝ :=
  fun n => (if n = M then 1 else 0) - (if n = N - M then 1 else 0)

/-- The real part of the transform is the cosine sum of the signal. -/
theorem dft_re (N : ℕ) (f : ℕ → ℝ) (k : ℕ) :
    (dft N f k).re = ∑ n ∈ range N, f n * Real.cos (phase N k n) := by
  simp only [dft, Complex.re_sum, Complex.re_ofReal_mul, Complex.exp_ofReal_mul_I_re,
    Real.cos_neg]

/-- For `N ≥ 1` and `m ≤ N`, the phase of sample `N - m` is minus the phase of sample `m`, up to `k`
full turns. -/
theorem phase_reflect {N m : ℕ} (hN : N ≠ 0) (hm : m ≤ N) (k : ℕ) :
    phase N k (N - m) = k * (2 * Real.pi) - phase N k m := by
  have h : (N : ℝ) * (N : ℝ)⁻¹ = 1 := mul_inv_cancel₀ (Nat.cast_ne_zero.2 hN)
  simp only [phase]
  rw [Nat.cast_sub hm]
  linear_combination (2 * Real.pi * k) * h

/-- For `M < N < 2M` the difference of unit impulses at `M` and `N - M` is a nonzero causal
response of duration `M`, and its transform is the purely imaginary `-2i sin (2π k M / N)`. -/
theorem ghost_spec {N M : ℕ} (hMN : M < N) (hshort : N < 2 * M) :
    Causal M (ghost N M) ∧ ghost N M ≠ 0 ∧
      ∀ k, dft N (ghost N M) k =
        ((-2 * Real.sin (phase N k M) : ℝ) : ℂ) * Complex.I := by
  have hN : N ≠ 0 := by omega
  refine ⟨fun n hn => ?_, fun h => ?_, fun k => ?_⟩
  · simp only [ghost]
    rw [if_neg (by omega), if_neg (by omega), sub_zero]
  · have h1 : ghost N M M = 0 := congrFun h M
    simp only [ghost] at h1
    rw [if_pos rfl, if_neg (by omega)] at h1
    norm_num at h1
  · have hs : ∀ c : ℕ → ℝ, ∑ n ∈ range N, ghost N M n * c n = c M - c (N - M) := by
      intro c
      simp only [ghost, sub_mul, ite_mul, one_mul, zero_mul, Finset.sum_sub_distrib]
      rw [Finset.sum_ite_eq', Finset.sum_ite_eq', if_pos (mem_range.2 hMN),
        if_pos (mem_range.2 (by omega))]
    apply Complex.ext
    · rw [dft_re, Complex.re_ofReal_mul, Complex.I_re, mul_zero]
      refine (hs (fun n => Real.cos (phase N k n))).trans ?_
      show Real.cos (phase N k M) - Real.cos (phase N k (N - M)) = 0
      rw [phase_reflect hN hMN.le, Real.cos_nat_mul_two_pi_sub, sub_self]
    · have him : (dft N (ghost N M) k).im =
          ∑ n ∈ range N, ghost N M n * Real.sin (-phase N k n) := by
        simp only [dft, Complex.im_sum, Complex.im_ofReal_mul, Complex.exp_ofReal_mul_I_im]
      rw [him, Complex.im_ofReal_mul, Complex.I_im, mul_one]
      refine (hs (fun n => Real.sin (-phase N k n))).trans ?_
      show Real.sin (-phase N k M) - Real.sin (-phase N k (N - M)) = _
      rw [phase_reflect hN hMN.le, Real.sin_neg, Real.sin_neg, Real.sin_nat_mul_two_pi_sub]
      ring

end

end GhostSpec
```

The compiler's answer:

```
Main.lean:51:8: error: Tactic `rewrite` failed: Did not find an occurrence of the pattern
  if ?m.93 = ?m.93 then ?m.95 else ?m.96
in the target expression
  ((if True then 1 else 0) - if M = N - M then 1 else 0) = 0

case refine_2
N M : ℕ
hMN : M < N
hshort : N < 2 * M
hN : N ≠ 0
h : ghost N M = 0
h1 : ((if True then 1 else 0) - if M = N - M then 1 else 0) = 0
⊢ False
```

As a diff, the version that Lean accepts:

```diff
@@ -49,5 +49,5 @@
   · have h1 : ghost N M M = 0 := congrFun h M
     simp only [ghost] at h1
-    rw [if_pos rfl, if_neg (by omega)] at h1
+    rw [if_pos trivial, if_neg (by omega)] at h1
     norm_num at h1
   · have hs : ∀ c : ℕ → ℝ, ∑ n ∈ range N, ghost N M n * c n = c M - c (N - M) := by
```

Diagnosis. The error is in the proof that the signal is nonzero. There `h1` says that the signal's value at time M is zero, and `simp only [ghost] at h1` unfolds that value into two `if` expressions. The same call also simplifies the first condition, `M = M`, to `True`, but leaves the `if` around it standing, as the message shows.

The next step, `rw [if_pos rfl, ...]`, uses `rfl` as the proof of the condition, so Lean looks for an `if` whose condition is an equation with identical sides, `?m.93 = ?m.93`. The conditions now present are `True` and `M = N - M`, and neither fits, so the rewrite fails.

The repair replaces `rfl` with `trivial`, which here serves as a proof of `True`. The pattern becomes an `if` with condition `True`, which matches the first term and turns it into 1. The rest of the line is unchanged: `if_neg (by omega)` turns the second term into 0, since N < 2M rules out `M = N - M`, and `norm_num` refutes the resulting 1 − 0 = 0.
